# Summed intensity of a main line and its plasmon replicas when extrinsic losses are geometric and intrinsic weights are bᵐ/m!

In this model the n-th plasmon replica has, relative to a main line of intensity 1, the intensity ∑ aⁿ⁻ᵐ bᵐ/m!, summed over m from 0 to n, where m plasmons are created intrinsically and the other n − m are extrinsic losses. The theorem `total_intensity` says that for 0 ≤ a < 1 and any real b these intensities, main line included, sum to eᵇ/(1 − a). The intrinsic and extrinsic weights simply multiply, with no interference term between them. The proof takes the Cauchy product of the exponential and geometric series, and then has to match its terms with the definition of `plasmonIntensity`.

This version doesn't compile in Lean 4 with Mathlib:

```lean
import Mathlib

open Filter Topology

namespace TotalIntensity

noncomputable section

/-- Intensity of the `n`-th plasmon replica relative to the main line (`n = 0`), summed over the
number `m` of plasmons created intrinsically with strength `b`; the other `n - m` are extrinsic
losses with ratio `a`. -/
def plasmonIntensity (a b : ℝ) (n : ℕ) : ℝ :=
  ∑ m ∈ Finset.range (n + 1), a ^ (n - m) * b ^ m / (m.factorial : ℝ)

/-- For an extrinsic ratio `0 ≤ a < 1`, the intensities of the main line and all replicas
sum to `exp b / (1 - a)`. -/
theorem total_intensity {a : ℝ} (b : ℝ) (ha : 0 ≤ a) (ha1 : a < 1) :
    HasSum (plasmonIntensity a b) (Real.exp b / (1 - a)) := by
  have he : ∑' k : ℕ, b ^ k / (k.factorial : ℝ) = Real.exp b := by
    rw [Real.exp_eq_exp_ℝ, NormedSpace.exp_eq_tsum_div]
  -- Cauchy product of the intrinsic and extrinsic series
  have h := hasSum_sum_range_mul_of_summable_norm
    (Real.summable_pow_div_factorial b).norm (summable_geometric_of_lt_one ha ha1).norm
  rw [he, tsum_geometric_of_lt_one ha ha1, ← div_eq_mul_inv] at h
  convert h using 1
  funext n
  unfold plasmonIntensity
  exact Finset.sum_congr rfl fun m _ => by ring

end

end TotalIntensity
```

Lean reports:

```
Main.lean:26:2: error: Tactic `apply` failed: could not unify the conclusion of `@funext`
  ?f = ?g
with the goal
  Real.instAddCommMonoid = Real.normedCommRing.toAddCommMonoid

Note: The full type of `@funext` is
  ∀ {α : Sort ?u.46} {β : α → Sort ?u.45} {f g : (x : α) → β x}, (∀ (x : α), f x = g x) → f = g

case e'_3
a b : ℝ
ha : 0 ≤ a
ha1 : a < 1
he : ∑' (k : ℕ), b ^ k / ↑k.factorial = Real.exp b
h : HasSum (fun n => ∑ k ∈ Finset.range (n + 1), b ^ k / ↑k.factorial * a ^ (n - k)) (Real.exp b / (1 - a))
⊢ Real.instAddCommMonoid = Real.normedCommRing.toAddCommMonoid
```

Diagnosis. The error comes after the Cauchy product has been obtained as `h`. The step `convert h using 1` was meant to leave an equality between two functions of n, but the goal that `funext n` met was `Real.instAddCommMonoid = Real.normedCommRing.toAddCommMonoid`. This asks whether two additive structures on ℝ are the same, one from the theorem's `HasSum` and the other from the one in `h`. It is not an equation between functions, so `funext` cannot apply.

The two structures agree by definition, but `convert` compared the arguments of `HasSum` separately and left this equality as a goal. The repair states the equality of functions itself, as `hfun`, and proves it with the old lines, where `ring` only has to reorder the factors in each term. After `rw [hfun]` the goal differs from `h` at most in how the additive structure is written, and `exact h` accepts that difference by unfolding definitions.

The repair, with which the file compiles:

```diff
@@ -23,8 +23,11 @@
     (Real.summable_pow_div_factorial b).norm (summable_geometric_of_lt_one ha ha1).norm
   rw [he, tsum_geometric_of_lt_one ha ha1, ← div_eq_mul_inv] at h
-  convert h using 1
-  funext n
-  unfold plasmonIntensity
-  exact Finset.sum_congr rfl fun m _ => by ring
+  have hfun : plasmonIntensity a b = fun n : ℕ =>
+      ∑ k ∈ Finset.range (n + 1), b ^ k / (k.factorial : ℝ) * a ^ (n - k) := by
+    funext n
+    unfold plasmonIntensity
+    exact Finset.sum_congr rfl fun m _ => by ring
+  rw [hfun]
+  exact h
 
 end
```
